# One particle-hole symmetric BHZ spin block has a hard-wall edge mode of energy −|A|k when B > 0, A ≠ 0 and k² < M/B

In one spin block of the particle-hole symmetric Bernevig–Hughes–Zhang (BHZ) model on the half-plane y ≥ 0, with a hard wall at y = 0, the state

ψ(y) = (1, s) (exp(−l1 y) − exp(−l2 y)), s = ±1,

is an edge mode of energy sAk if k² < M/B, sA/B < 0, and l1, l2 are the two distinct roots of

B l² + sA l + M − Bk² = 0.

Here k is the momentum along the edge and A, B, M are the real model parameters. I would like to see every step, including why those inequalities are exactly what puts both roots in the right half-plane, and I would like the argument checked by machine. And what happens when l1 = l2, where this ψ is identically zero?

## The mode survives the double root

The two inequalities hold exactly when every root has positive real part (for B ≠ 0), and an edge mode of energy sAk then always exists. At a double root l its profile is y exp(−l y) in place of the difference of exponentials.

### Reduction to a scalar equation

With ħ = 1, the Hamiltonian of the block is

H = (M − Bk² + B d²/dy²) σz + Ak σx − iA σy d/dy.

M is the mass at zero momentum, B sets its curvature in momentum, and A sets the strength of the coupling between the two orbitals. Write χ(s) = (1, s). Since s² = 1,

σz χ(s) = χ(−s), σx χ(s) = s χ(s), σy χ(s) = −is χ(−s).

For ψ = f(y) χ(s), the last term of H gives (−iA)(−is) f′ χ(−s) = −sA f′ χ(−s). Therefore

Hψ = sAk ψ + [(M − Bk²) f + B f″ − sA f′] χ(−s).

The energy is sAk as soon as the bracket vanishes. Inserting f = exp(−l y) gives the quadratic for l.

### Which roots decay

Divide by B and set p = sA/B, q = M/B − k², so that l² + p l + q = 0.

Suppose both roots have positive real part. Their sum −p is real, so l1 = x1 + ib and l2 = x2 − ib. Then

−p = x1 + x2 > 0, q = x1 x2 + b² > 0.

Conversely, let p < 0 and q > 0, and let l = x + ib be a root. The imaginary and real parts of the equation are

b(2x + p) = 0, x² − b² + px + q = 0.

If b ≠ 0, then x = −p/2 > 0. If b = 0 and x ≤ 0, then px ≥ 0, so the left side of the second equation is at least q > 0, a contradiction. Hence x > 0.

### Distinct roots and the double root

For l1 ≠ l2, the profile f = exp(−l1 y) − exp(−l2 y) solves the scalar equation, vanishes at y = 0 and decays. If it vanished for all y > 0, then f(1) = 0 and f′(1) = 0 would give

(l2 − l1) exp(−l1) = 0,

which is impossible.

At a double root, 2Bl + sA = 0 as well. For f = y exp(−l y), the scalar expression equals

y exp(−l y) (B l² + sA l + M − Bk²) − exp(−l y) (2Bl + sA) = 0.

This profile also vanishes at the wall, decays, and is non-zero at y = 1.

For B > 0 and A ≠ 0, choose s opposite in sign to A. Then sA = −|A|, which gives E = −|A|k. For B < 0, the condition k² < M/B requires M < 0; s then takes the sign of A, and the energy is E = |A|k.

### What the Lean statements say

`bhz A B M k ψ y` is Hψ at the point y, with `chi s` for χ(s) and `secular` for the quadratic. The spinor is unnormalised; its normalised form is (1, s)/√2, and the profile still needs its own normalisation factor.

`IsEdgeMode A B M k E ψ` requires ψ to be twice differentiable, zero at y = 0, non-zero at some y > 0, convergent to zero as y → ∞, and a solution of Hψ = Eψ for all y ≥ 0. Functions are defined on the whole real line, but the equation is imposed only on the half-plane. The condition `wall` is the hard-wall boundary condition: both components vanish at y = 0.

`decay_iff` is the root criterion, `bhz_edge_state` the case of distinct roots, `critical_edge_state` the double root, and `exists_edge_state` joins the two. `edge_dispersion` gives the branch −|A|k for B > 0; the case B < 0 is covered by `exists_edge_state`. The hypothesis `s * A / B < 0` already excludes B = 0, because Lean sets division by zero to zero.

The equivalence concerns the roots: it does not exclude edge modes of another form, and uniqueness is not addressed. The model has no particle-hole asymmetric term, and the other spin block is not treated. For this non-interacting continuum half-plane, the formula is a reference for the branch at the edge y = 0 in a numerical calculation for a wide, finely discretised strip of the same spin block with hard walls. In this block, the opposite edge of the strip carries a branch of opposite slope.

```lean
import Mathlib

open Filter Topology Matrix

namespace BHZEdgeState

noncomputable section

/-- The Pauli matrix `σ_x`. -/
def sigmaX : Matrix (Fin 2) (Fin 2) ℂ := !![0, 1; 1, 0]

/-- The Pauli matrix `σ_y`. -/
def sigmaY : Matrix (Fin 2) (Fin 2) ℂ := !![0, -Complex.I; Complex.I, 0]

/-- The Pauli matrix `σ_z`. -/
def sigmaZ : Matrix (Fin 2) (Fin 2) ℂ := !![1, 0; 0, -1]

/-- The constant spinor `(1, s)`. -/
def chi (s : ℝ) : Fin 2 → ℂ := ![1, (s : ℂ)]

/-- One spin block of the BHZ Hamiltonian at momentum `k` along the edge:
`(M - B k² + B d²/dy²) σ_z + A k σ_x - i A σ_y d/dy`. -/
def bhz (A B M k : ℝ) (ψ : ℝ → Fin 2 → ℂ) (y : ℝ) : Fin 2 → ℂ :=
  sigmaZ *ᵥ (((M : ℂ) - B * k ^ 2) • ψ y + (B : ℂ) • deriv (deriv ψ) y)
    + ((A : ℂ) * k) • (sigmaX *ᵥ ψ y) - (Complex.I * A) • (sigmaY *ᵥ deriv ψ y)

/-- A hard-wall edge mode of energy `E` on the half-plane `y ≥ 0`: a twice differentiable,
non-zero solution that vanishes at the wall and decays into the bulk. -/
structure IsEdgeMode (A B M k E : ℝ) (ψ : ℝ → Fin 2 → ℂ) : Prop where
  diff : Differentiable ℝ ψ
  diff_deriv : Differentiable ℝ (deriv ψ)
  nonzero : ∃ y, 0 < y ∧ ψ y ≠ 0
  wall : ψ 0 = 0
  decay : Tendsto ψ atTop (𝓝 0)
  schrodinger : ∀ y, 0 ≤ y → bhz A B M k ψ y = (E : ℂ) • ψ y

/-- The polynomial `B l² + s A l + M - B k²` in the complex decay constant `l`. -/
def secular (A B M k s : ℝ) (l : ℂ) : ℂ :=
  B * l ^ 2 + s * A * l + (M - B * k ^ 2)

/-- For complex `p` and `q` there are complex numbers `l1` and `l2`, possibly equal, with sum `-p`
and product `q`. -/
theorem exists_roots (p q : ℂ) : ∃ l1 l2 : ℂ, l1 + l2 = -p ∧ l1 * l2 = q := by
  obtain ⟨d, hd⟩ := IsAlgClosed.exists_pow_nat_eq (p ^ 2 - 4 * q) (n := 2) (by norm_num)
  refine ⟨(-p + d) / 2, (-p - d) / 2, by ring, ?_⟩
  linear_combination (-1 / 4 : ℂ) * hd

/-- All roots of the real quadratic `l² + p l + q` lie in the open right half-plane
exactly when `q > 0` and `p < 0`. -/
theorem roots_re_pos_iff (p q : ℝ) :
    (∀ l : ℂ, l ^ 2 + p * l + q = 0 → 0 < l.re) ↔ 0 < q ∧ p < 0 := by
  constructor
  · intro h
    obtain ⟨l1, l2, hs, hp⟩ := exists_roots p q
    have h1 := h l1 (by linear_combination l1 * hs - hp)
    have h2 := h l2 (by linear_combination l2 * hs - hp)
    have hre := congrArg Complex.re hs
    have him := congrArg Complex.im hs
    have hpr := congrArg Complex.re hp
    simp only [Complex.add_re, Complex.neg_re, Complex.ofReal_re] at hre
    simp only [Complex.add_im, Complex.neg_im, Complex.ofReal_im] at him
    simp only [Complex.mul_re, Complex.ofReal_re] at hpr
    -- the imaginary parts are opposite
    have him' : l2.im = -l1.im := by linarith
    rw [him'] at hpr
    exact ⟨by nlinarith [mul_pos h1 h2, sq_nonneg l1.im], by linarith⟩
  · rintro ⟨hq, hp⟩ l hl
    have hre := congrArg Complex.re hl
    have him := congrArg Complex.im hl
    simp only [pow_two, Complex.add_re, Complex.mul_re, Complex.ofReal_re,
      Complex.ofReal_im, Complex.zero_re] at hre
    simp only [pow_two, Complex.add_im, Complex.mul_im, Complex.ofReal_re,
      Complex.ofReal_im, Complex.zero_im] at him
    by_cases hi : l.im = 0
    · rw [hi] at hre
      by_contra hx
      have hx' : l.re ≤ 0 := not_lt.mp hx
      nlinarith [mul_nonneg (neg_nonneg.mpr hp.le) (neg_nonneg.mpr hx'), sq_nonneg l.re]
    · have h2 : 2 * l.re + p = 0 := by
        apply mul_right_cancel₀ hi
        linear_combination him
      linarith

/-- For `B ≠ 0` the secular polynomial is `B` times a monic quadratic. -/
theorem secular_eq {A B M k s : ℝ} (hB : B ≠ 0) (l : ℂ) :
    secular A B M k s l
      = B * (l ^ 2 + ((s * A / B : ℝ) : ℂ) * l + ((M / B - k ^ 2 : ℝ) : ℂ)) := by
  have e1 : B * (s * A / B) = s * A := by field_simp
  have e2 : B * (M / B) = M := by field_simp
  have e1' : (B : ℂ) * ((s * A / B : ℝ) : ℂ) = s * A := by
    rw [← Complex.ofReal_mul, e1, Complex.ofReal_mul]
  have e2' : (B : ℂ) * ((M / B : ℝ) : ℂ) = M := by
    rw [← Complex.ofReal_mul, e2]
  rw [secular, Complex.ofReal_sub, Complex.ofReal_pow]
  linear_combination -l * e1' - e2'

/-- For `B ≠ 0`, all decay constants have positive real part exactly when
`k² < M/B` and `s A/B < 0`. -/
theorem decay_iff {A B M k s : ℝ} (hB : B ≠ 0) :
    (∀ l : ℂ, secular A B M k s l = 0 → 0 < l.re) ↔ k ^ 2 < M / B ∧ s * A / B < 0 := by
  have hB' : (B : ℂ) ≠ 0 := Complex.ofReal_ne_zero.mpr hB
  have h := roots_re_pos_iff (s * A / B) (M / B - k ^ 2)
  rw [sub_pos] at h
  rw [← h]
  refine forall_congr' fun l => ?_
  rw [secular_eq hB, mul_eq_zero, or_iff_right hB']

/-- For `s = ±1` and `f` twice differentiable with derivatives `f'` and `f''`, the Hamiltonian
acting on `f(y) (1, s)` gives `s A k` times the state plus the scalar expression
`(M - B k²) f + B f'' - s A f'` along `(1, -s)`. -/
theorem bhz_chiral {A B M k s : ℝ} (hs : s = 1 ∨ s = -1) {f f' f'' : ℝ → ℂ}
    (h1 : ∀ y, HasDerivAt f (f' y) y) (h2 : ∀ y, HasDerivAt f' (f'' y) y) (y : ℝ) :
    bhz A B M k (fun y => f y • chi s) y = ((s * A * k : ℝ) : ℂ) • (f y • chi s)
      + (((M : ℂ) - B * k ^ 2) * f y + B * f'' y - s * A * f' y) • chi (-s) := by
  have d1 : deriv (fun y => f y • chi s) = fun y => f' y • chi s :=
    funext fun y => ((h1 y).smul_const (chi s)).deriv
  have d2 : deriv (fun y => f' y • chi s) = fun y => f'' y • chi s :=
    funext fun y => ((h2 y).smul_const (chi s)).deriv
  -- the Pauli matrices on the spinor
  have hz : sigmaZ *ᵥ chi s = chi (-s) := by
    ext i
    fin_cases i <;> simp [sigmaZ, chi, Matrix.mulVec, dotProduct, Fin.sum_univ_two]
  have hx : sigmaX *ᵥ chi s = (s : ℂ) • chi s := by
    rcases hs with rfl | rfl <;> ext i <;> fin_cases i <;>
      simp [sigmaX, chi, Matrix.mulVec, dotProduct, Fin.sum_univ_two]
  have hy : sigmaY *ᵥ chi s = (-Complex.I * s) • chi (-s) := by
    rcases hs with rfl | rfl <;> ext i <;> fin_cases i <;>
      simp [sigmaY, chi, Matrix.mulVec, dotProduct, Fin.sum_univ_two]
  unfold bhz
  rw [d1, d2]
  simp only [Matrix.mulVec_add, Matrix.mulVec_smul, hz, hx, hy]
  ext i
  simp only [Pi.add_apply, Pi.sub_apply, Pi.smul_apply, smul_eq_mul, Complex.ofReal_mul]
  linear_combination ((A : ℂ) * s * f' y * chi (-s) i) * Complex.I_sq

/-- For `s = ±1`, a non-zero decaying scalar profile that vanishes at the wall and solves
`(M - B k²) f + B f'' - s A f' = 0` gives an edge mode of energy `s A k`. -/
theorem edgeMode_of_profile {A B M k s : ℝ} (hs : s = 1 ∨ s = -1) {f f' f'' : ℝ → ℂ}
    (h1 : ∀ y, HasDerivAt f (f' y) y) (h2 : ∀ y, HasDerivAt f' (f'' y) y)
    (hode : ∀ y, ((M : ℂ) - B * k ^ 2) * f y + B * f'' y - s * A * f' y = 0)
    (h0 : f 0 = 0) (hne : ∃ y, 0 < y ∧ f y ≠ 0) (hlim : Tendsto f atTop (𝓝 0)) :
    IsEdgeMode A B M k (s * A * k) (fun y => f y • chi s) where
  diff := fun y => ((h1 y).smul_const (chi s)).differentiableAt
  diff_deriv := by
    have d1 : deriv (fun y => f y • chi s) = fun y => f' y • chi s :=
      funext fun y => ((h1 y).smul_const (chi s)).deriv
    rw [d1]
    exact fun y => ((h2 y).smul_const (chi s)).differentiableAt
  nonzero := by
    obtain ⟨y, hy, hf⟩ := hne
    refine ⟨y, hy, fun h => hf ?_⟩
    simpa [chi] using congrFun h 0
  wall := by simp only [h0, zero_smul]
  decay := by
    have h := hlim.smul_const (chi s)
    rwa [zero_smul] at h
  schrodinger := fun y _ => by rw [bhz_chiral hs h1 h2, hode, zero_smul, add_zero]

/-- The derivative of the inclusion of the reals in the complex numbers is one. -/
theorem hasDerivAt_coe (y : ℝ) : HasDerivAt (fun y : ℝ => (y : ℂ)) 1 y := by
  simpa using (hasDerivAt_id y).ofReal_comp

/-- The derivative of `exp(-l y)` is `-l exp(-l y)`. -/
theorem hasDerivAt_decay (l : ℂ) (y : ℝ) :
    HasDerivAt (fun y : ℝ => Complex.exp (-(l * y))) (-l * Complex.exp (-(l * y))) y :=
  (((hasDerivAt_coe y).const_mul l).fun_neg.cexp).congr_deriv (by ring)

/-- The BHZ edge state: for `s = ±1`, `k² < M/B`, `s A/B < 0` and distinct decay constants
`l1`, `l2`, the spinor `(1, s)(exp(-l1 y) - exp(-l2 y))` is an edge mode of energy `s A k`. -/
theorem bhz_edge_state {A B M k s : ℝ} (hs : s = 1 ∨ s = -1) (hk : k ^ 2 < M / B)
    (hA : s * A / B < 0) {l1 l2 : ℂ} (hne : l1 ≠ l2)
    (h1 : secular A B M k s l1 = 0) (h2 : secular A B M k s l2 = 0) :
    IsEdgeMode A B M k (s * A * k)
      (fun y => (Complex.exp (-(l1 * y)) - Complex.exp (-(l2 * y))) • chi s) := by
  have hB : B ≠ 0 := by
    rintro rfl
    simp at hA
  have hpos := (decay_iff hB).mpr ⟨hk, hA⟩
  have lim : ∀ l : ℂ, 0 < l.re →
      Tendsto (fun y : ℝ => Complex.exp (-(l * y))) atTop (𝓝 0) := by
    intro l hl
    rw [tendsto_zero_iff_norm_tendsto_zero]
    have h : Tendsto (fun y : ℝ => Real.exp (-(l.re * y))) atTop (𝓝 0) :=
      Real.tendsto_exp_neg_atTop_nhds_zero.comp (tendsto_id.const_mul_atTop hl)
    refine h.congr fun y => ?_
    rw [Complex.norm_exp]
    simp
  have d1 := fun y : ℝ => (hasDerivAt_decay l1 y).fun_sub (hasDerivAt_decay l2 y)
  refine edgeMode_of_profile hs d1
    (fun y => ((hasDerivAt_decay l1 y).const_mul (-l1)).fun_sub
      ((hasDerivAt_decay l2 y).const_mul (-l2))) ?_ (by simp) ?_ ?_
  · intro y
    unfold secular at h1 h2
    linear_combination Complex.exp (-(l1 * y)) * h1 - Complex.exp (-(l2 * y)) * h2
  · -- a profile vanishing for all y > 0 would have zero slope at y = 1
    by_contra hcon
    have hz : ∀ y : ℝ, 0 < y →
        Complex.exp (-(l1 * y)) - Complex.exp (-(l2 * y)) = 0 := by
      intro y hy
      by_contra hy'
      exact hcon ⟨y, hy, hy'⟩
    have hev : (fun y : ℝ => Complex.exp (-(l1 * y)) - Complex.exp (-(l2 * y)))
        =ᶠ[𝓝 (1 : ℝ)] fun _ => (0 : ℂ) := by
      filter_upwards [lt_mem_nhds (zero_lt_one' ℝ)] with y hy
      exact hz y hy
    have hd := (d1 1).unique ((hasDerivAt_const (1 : ℝ) (0 : ℂ)).congr_of_eventuallyEq hev)
    have hv := hz 1 one_pos
    have hm : (l2 - l1) * Complex.exp (-(l1 * (1 : ℝ))) = 0 := by
      linear_combination hd + l2 * hv
    rcases mul_eq_zero.mp hm with h | h
    · exact hne (sub_eq_zero.mp h).symm
    · exact Complex.exp_ne_zero _ h
  · have h := (lim l1 (hpos l1 h1)).sub (lim l2 (hpos l2 h2))
    rwa [sub_zero] at h

/-- For `s = ±1` and a double root `l` with positive real part, the spinor
`(1, s) y exp(-l y)` is an edge mode of energy `s A k`. -/
theorem critical_edge_state {A B M k s : ℝ} (hs : s = 1 ∨ s = -1) {l : ℂ} (hl : 0 < l.re)
    (h : secular A B M k s l = 0) (hd : 2 * (B : ℂ) * l + s * A = 0) :
    IsEdgeMode A B M k (s * A * k)
      (fun y => ((y : ℂ) * Complex.exp (-(l * y))) • chi s) := by
  refine edgeMode_of_profile hs
    (fun y => (hasDerivAt_coe y).fun_mul (hasDerivAt_decay l y))
    (fun y => ((hasDerivAt_decay l y).const_mul 1).fun_add
      ((hasDerivAt_coe y).fun_mul ((hasDerivAt_decay l y).const_mul (-l)))) ?_ (by simp)
    ⟨1, one_pos, by simp [Complex.exp_ne_zero]⟩ ?_
  · intro y
    unfold secular at h
    linear_combination (y : ℂ) * Complex.exp (-(l * y)) * h - Complex.exp (-(l * y)) * hd
  · -- the exponential beats the linear factor
    rw [tendsto_zero_iff_norm_tendsto_zero]
    have h1 : Tendsto (fun y : ℝ => (l.re * y) ^ 1 * Real.exp (-(l.re * y))) atTop (𝓝 0) :=
      (Real.tendsto_pow_mul_exp_neg_atTop_nhds_zero 1).comp (tendsto_id.const_mul_atTop hl)
    have h2 := h1.const_mul l.re⁻¹
    rw [mul_zero] at h2
    refine h2.congr' ?_
    filter_upwards [eventually_ge_atTop (0 : ℝ)] with y hy
    have hr : (-(l * (y : ℂ))).re = -(l.re * y) := by simp
    rw [norm_mul, Complex.norm_exp, Complex.norm_real, Real.norm_of_nonneg hy, hr, pow_one,
      ← mul_assoc, ← mul_assoc, inv_mul_cancel₀ hl.ne', one_mul]

/-- For `s = ±1`, `k² < M/B` and `s A/B < 0` there is an edge mode of energy `s A k` with
constant spinor `(1, s)`, whether or not the two decay constants coincide. -/
theorem exists_edge_state {A B M k s : ℝ} (hs : s = 1 ∨ s = -1) (hk : k ^ 2 < M / B)
    (hA : s * A / B < 0) :
    ∃ f : ℝ → ℂ, IsEdgeMode A B M k (s * A * k) (fun y => f y • chi s) := by
  have hB : B ≠ 0 := by
    rintro rfl
    simp at hA
  obtain ⟨l1, l2, hsum, hprod⟩ :=
    exists_roots ((s * A / B : ℝ) : ℂ) ((M / B - k ^ 2 : ℝ) : ℂ)
  have h1 : secular A B M k s l1 = 0 := by
    rw [secular_eq hB]
    linear_combination (B : ℂ) * (l1 * hsum - hprod)
  have h2 : secular A B M k s l2 = 0 := by
    rw [secular_eq hB]
    linear_combination (B : ℂ) * (l2 * hsum - hprod)
  by_cases hne : l1 = l2
  · have e : B * (s * A / B) = s * A := by field_simp
    have e' : (B : ℂ) * ((s * A / B : ℝ) : ℂ) = s * A := by
      rw [← Complex.ofReal_mul, e, Complex.ofReal_mul]
    rw [← hne] at hsum
    exact ⟨_, critical_edge_state hs ((decay_iff hB).mpr ⟨hk, hA⟩ l1 h1) h1
      (by linear_combination (B : ℂ) * hsum - e')⟩
  · exact ⟨_, bhz_edge_state hs hk hA hne h1 h2⟩

/-- For `B > 0`, `A ≠ 0` and `k² < M/B` this spin block has an edge mode of energy
`-|A| k`. -/
theorem edge_dispersion {A B M k : ℝ} (hA : A ≠ 0) (hB : 0 < B) (hk : k ^ 2 < M / B) :
    ∃ ψ, IsEdgeMode A B M k (-|A| * k) ψ := by
  rcases lt_or_gt_of_ne hA with h | h
  · obtain ⟨f, hf⟩ := exists_edge_state (s := 1) (Or.inl rfl) hk
      (div_neg_of_neg_of_pos (by linarith : 1 * A < 0) hB)
    have e : -|A| * k = 1 * A * k := by rw [abs_of_neg h]; ring
    exact ⟨fun y => f y • chi 1, by rw [e]; exact hf⟩
  · obtain ⟨f, hf⟩ := exists_edge_state (s := -1) (Or.inr rfl) hk
      (div_neg_of_neg_of_pos (by linarith : -1 * A < 0) hB)
    have e : -|A| * k = -1 * A * k := by rw [abs_of_pos h]; ring
    exact ⟨fun y => f y • chi (-1), by rw [e]; exact hf⟩

end

end BHZEdgeState
```

```lean
#print axioms BHZEdgeState.edge_dispersion
-- 'BHZEdgeState.edge_dispersion' depends on axioms: [propext, Classical.choice, Quot.sound]
```

### From the quadratic to the edge branch

`exists_roots` builds two roots from a complex square root of the discriminant. `roots_re_pos_iff` follows the argument above: it takes real and imaginary parts, splits on `l.im = 0`, and leaves the sign inequalities to `nlinarith` and `linarith`. `secular_eq` factors out B, which carries the criterion over to `decay_iff`.

`bhz_chiral` computes the three Pauli actions by components and obtains the splitting of Hψ; `Complex.I_sq` supplies the sign of the f′ term. `edgeMode_of_profile` then turns any suitable scalar profile into an edge mode, so the two cases only have to supply f.

`hasDerivAt_coe` and `hasDerivAt_decay` provide the derivatives. In `bhz_edge_state`, `linear_combination` weights the two root equations by their exponentials, decay follows from |exp(−l y)| = exp(−y Re l), and non-vanishing uses the slope at y = 1. In `critical_edge_state`, the same tactic combines the root equation with 2Bl + sA = 0, and a Mathlib limit shows that the exponential beats the factor y.

`exists_edge_state` takes the roots from `exists_roots` and splits on whether they coincide. `edge_dispersion` splits on the sign of A and picks s = 1 for A < 0 and s = −1 for A > 0.
